# Dilating a continuous, compactly supported trial state in one dimension changes it little in mean square when the scale is near one

The theorem concerns a trial state `ψ` on the real line, complex-valued, continuous and zero outside a bounded set, but not assumed normalised. Its dilation by a scale `l` is √l ψ(l x), and the claim is that the integral of |√l ψ(l x) − ψ(x)|² over the line tends to zero as `l` tends to one. The attempt uses dominated convergence. For scales between 1/2 and 2 the integrand is bounded by a constant on one fixed interval and vanishes outside it, and at each point `x` it tends to zero because it is continuous in `l` and is zero at `l = 1`.

Lean 4 with Mathlib refuses this proof:

```lean
import Mathlib

open MeasureTheory Filter Topology ComplexConjugate

namespace DilationContinuity

noncomputable section

/-- The trial state `ψ` rescaled by `l`: `ψ_l(x) = √l ψ(l x)`. -/
def dilate (l : ℝ) (ψ : ℝ → ℂ) (x : ℝ) : ℂ := ((Real.sqrt l : ℝ) : ℂ) * ψ (l * x)

/-- For a continuous trial state with compact support, the mean-square change under dilation
tends to zero as the scale tends to one. -/
theorem tendsto_dilate_of_compactSupport {ψ : ℝ → ℂ} (hc : Continuous ψ)
    (hs : HasCompactSupport ψ) :
    Tendsto (fun l : ℝ => ∫ x, ‖dilate l ψ x - ψ x‖ ^ 2) (𝓝 1) (𝓝 0) := by
  obtain ⟨C, hC⟩ := hs.exists_bound_of_continuous hc
  obtain ⟨R, hR⟩ := hs.isCompact.isBounded.subset_closedBall (0 : ℝ)
  have hz : ∀ y, R < |y| → ψ y = 0 := by
    intro y hy
    by_contra h
    have h1 := hR (subset_tsupport ψ (Function.mem_support.mpr h))
    rw [Metric.mem_closedBall, Real.dist_eq, sub_zero] at h1
    linarith
  have hmeas : ∀ᶠ l : ℝ in 𝓝 1,
      AEStronglyMeasurable (fun x => ‖dilate l ψ x - ψ x‖ ^ 2) volume := by
    refine Eventually.of_forall fun l => Continuous.aestronglyMeasurable ?_
    unfold dilate
    fun_prop
  -- for scales between 1/2 and 2 everything lives in one fixed interval
  have hbound : ∀ᶠ l : ℝ in 𝓝 1, ∀ᵐ x : ℝ, ‖‖dilate l ψ x - ψ x‖ ^ 2‖
      ≤ (Set.Icc (-(2 * R)) (2 * R)).indicator (fun _ => (3 * C) ^ 2) x := by
    filter_upwards [Ioo_mem_nhds (show (1 / 2 : ℝ) < 1 by norm_num)
      (show (1 : ℝ) < 2 by norm_num)] with l hl
    refine Eventually.of_forall fun x => ?_
    have hl0 : 0 < l := by linarith [hl.1]
    rw [Real.norm_of_nonneg (sq_nonneg _)]
    by_cases hx : x ∈ Set.Icc (-(2 * R)) (2 * R)
    · rw [Set.indicator_of_mem hx]
      have hsq : Real.sqrt l ≤ 2 := Real.sqrt_le_iff.mpr ⟨by norm_num, by linarith [hl.2]⟩
      have hn : ‖dilate l ψ x‖ ≤ 2 * C := by
        rw [dilate, norm_mul, Complex.norm_real, Real.norm_of_nonneg (Real.sqrt_nonneg l)]
        exact mul_le_mul hsq (hC _) (norm_nonneg _) (by norm_num)
      have h3 : ‖dilate l ψ x - ψ x‖ ≤ 3 * C :=
        (norm_sub_le _ _).trans (by linarith [hC x])
      exact pow_le_pow_left₀ (norm_nonneg _) h3 2
    · rw [Set.indicator_of_notMem hx]
      have hx' : 2 * R < |x| := by
        by_contra h
        exact hx (abs_le.mp (not_lt.mp h))
      have h1 : ψ x = 0 := hz x (by linarith [abs_nonneg x])
      have h2 : ψ (l * x) = 0 := hz _ (by
        rw [abs_mul, abs_of_pos hl0]
        nlinarith [mul_nonneg (sub_nonneg.mpr hl.1.le) (abs_nonneg x)])
      simp [dilate, h1, h2]
  have hint : Integrable ((Set.Icc (-(2 * R)) (2 * R)).indicator (fun _ => (3 * C) ^ 2)) :=
    (continuous_const.integrableOn_Icc).integrable_indicator measurableSet_Icc
  have hlim : ∀ᵐ x : ℝ, Tendsto (fun l : ℝ => ‖dilate l ψ x - ψ x‖ ^ 2) (𝓝 1) (𝓝 0) := by
    refine Eventually.of_forall fun x => ?_
    have h1 : Continuous (fun l : ℝ => ((Real.sqrt l : ℝ) : ℂ)) :=
      Complex.continuous_ofReal.comp Real.continuous_sqrt
    have hx : Continuous (fun l : ℝ => ‖dilate l ψ x - ψ x‖ ^ 2) :=
      ((h1.mul (hc.comp (by fun_prop : Continuous fun l : ℝ => l * x))).sub
        continuous_const).norm.pow 2
    have h0 : ‖dilate 1 ψ x - ψ x‖ ^ 2 = 0 := by simp [dilate]
    have h2 : Tendsto _ (𝓝 1) (𝓝 (‖dilate 1 ψ x - ψ x‖ ^ 2)) := hx.tendsto 1
    rwa [h0] at h2
  have h := tendsto_integral_filter_of_dominated_convergence _ hmeas hbound hint hlim
  simpa using h

end

end DilationContinuity
```

Lean reports:

```
Main.lean:66:64: error: Type mismatch
  Continuous.tendsto hx 1
has type
  Tendsto (fun l => ‖dilate l ψ x - ψ x‖ ^ 2) (𝓝 1) (𝓝 (‖dilate 1 ψ x - ψ x‖ ^ 2))
but is expected to have type
  Tendsto ?m.1022 (𝓝 1) (𝓝 (‖dilate 1 ψ x - ψ x‖ ^ 2))
```

What went wrong. The error is in the pointwise limit, where the stated type of `h2` leaves the function as `_`. The two types in the message look alike, and `?m.1022` seems free to become the function that `hx.tendsto 1` supplies. The hidden difference is in the first `𝓝 1`. With the function left out, nothing in the stated type says what kind of number that `1` is. Lean settles the type of `h2` before it looks at the proof, and a numeral with no other constraint defaults to `ℕ`. The statement therefore asks for a limit along natural numbers, while `hx.tendsto 1` gives one along real scales, and no choice of `?m.1022` can reconcile them.

The repair writes the function out as `fun l : ℝ => ‖dilate l ψ x - ψ x‖ ^ 2`. Its argument is real, so `𝓝 1` is now a neighbourhood filter on `ℝ` and `hx.tendsto 1` fits as it stands. The new line break is only layout.

The change, after which it compiles:

```diff
@@ -64,5 +64,6 @@
         continuous_const).norm.pow 2
     have h0 : ‖dilate 1 ψ x - ψ x‖ ^ 2 = 0 := by simp [dilate]
-    have h2 : Tendsto _ (𝓝 1) (𝓝 (‖dilate 1 ψ x - ψ x‖ ^ 2)) := hx.tendsto 1
+    have h2 : Tendsto (fun l : ℝ => ‖dilate l ψ x - ψ x‖ ^ 2) (𝓝 1)
+        (𝓝 (‖dilate 1 ψ x - ψ x‖ ^ 2)) := hx.tendsto 1
     rwa [h0] at h2
   have h := tendsto_integral_filter_of_dominated_convergence _ hmeas hbound hint hlim
```
